# The AM05 inversion has one Airy coordinate \(z\ge 0\) for each \(s\ge 0\), and \(z/s\to(3/32)^{1/3}\) as \(s\to0^+\)

To evaluate AM05 exchange at a grid point, a density-functional code turns the reduced gradient \(s=|\nabla n|/(2k_Fn)\), with \(k_F=(3\pi^2n)^{1/3}\) and \(n\) the density of a spin-unpolarized system, into an Airy coordinate \(z\ge0\) by solving

\[
y\,e^{y}=t,\qquad y=\tfrac23z^{3/2},\qquad t=\frac{s^{3/2}}{2\sqrt6}.
\]

In code, \(y=W(t)\), where \(W\) is the principal branch of the Lambert function, and \(z=(3y/2)^{2/3}\). The problems below show that this step is well defined and find its behaviour at small gradients.

The equation is taken as given. It reflects the density tail outside the edge of the Airy gas, non-interacting electrons in a linear potential, so at small \(s\) the number \(z\) describes the functional's inversion and not a position inside that gas.

```lean
import Mathlib

open Filter Topology Set

namespace AM05AiryInversion

noncomputable section
```

The exponent \(y\) is `airyAction z`, with real powers throughout.

```lean
/-- The exponent `y = (2/3) z^(3/2)` belonging to the Airy coordinate `z`. -/
def airyAction (z : ℝ) : ℝ := 2 / 3 * z ^ (3 / 2 : ℝ)
```

The right-hand side \(t\) is `gradArg s`.

```lean
/-- The gradient side `s^(3/2) / (2√6)` of the AM05 inversion equation. -/
def gradArg (s : ℝ) : ℝ := s ^ (3 / 2 : ℝ) / (2 * √6)
```

`IsAiryCoordinate s z` combines \(z\ge0\) with the equation.

```lean
/-- `z` is a nonnegative solution of the AM05 inversion equation `y exp y = s^(3/2) / (2√6)`
at reduced gradient `s`. -/
def IsAiryCoordinate (s z : ℝ) : Prop :=
  0 ≤ z ∧ airyAction z * Real.exp (airyAction z) = gradArg s
```

Write \(c=(3/32)^{1/3}\), called `slope` in Lean.

```lean
/-- The constant `(3/32)^(1/3)`. -/
def slope : ℝ := (3 / 32 : ℝ) ^ (1 / 3 : ℝ)
```

## (a) Sign of the constant

Show that \(c\ge0\).

**Solution.** A real power of a nonnegative number is nonnegative.

```lean
lemma slope_nonneg : 0 ≤ slope := Real.rpow_nonneg (by norm_num) _
```

## (b) Sign of the exponent

Show that \(y\ge0\) when \(z\ge0\).

**Solution.** Both factors of \(\frac23z^{3/2}\) are nonnegative.

```lean
lemma airyAction_nonneg {z : ℝ} (hz : 0 ≤ z) : 0 ≤ airyAction z :=
  mul_nonneg (by norm_num) (Real.rpow_nonneg hz _)
```

## (c) The constant to the power 3/2

Show that \(c^{3/2}=3/(4\sqrt6)\).

**Solution.** The exponents multiply to \(1/2\), so \(c^{3/2}=\sqrt{3/32}\). Since \((3/(4\sqrt6))^2=9/96=3/32\), taking the positive root gives the result.

```lean
lemma slope_rpow : slope ^ (3 / 2 : ℝ) = 3 / (4 * √6) := by
  have h : (3 / 32 : ℝ) = (3 / (4 * √6)) ^ 2 := by
    rw [div_pow, mul_pow, Real.sq_sqrt (by norm_num)]
    norm_num
  unfold slope
  rw [← Real.rpow_mul (by norm_num), show (1 / 3 : ℝ) * (3 / 2) = 1 / 2 by norm_num,
    ← Real.sqrt_eq_rpow, h]
  exact Real.sqrt_sq (by positivity)
```

## (d) Monotonicity in the coordinate

Show that \(ye^y\) increases strictly with \(z\ge0\).

**Solution.** Let \(0\le a<b\), with exponents \(y_a<y_b\). Then \(y_ae^{y_a}\le y_ae^{y_b}<y_be^{y_b}\). The `calc` block has these two steps.

```lean
/-- The left side `y exp y` of the inversion equation increases strictly with the Airy
coordinate `z ≥ 0`. -/
theorem strictMonoOn_airySide :
    StrictMonoOn (fun z => airyAction z * Real.exp (airyAction z)) (Ici 0) := by
  intro a ha b hb hab
  have hA : airyAction a < airyAction b := by
    have h := Real.rpow_lt_rpow ha hab (show (0 : ℝ) < 3 / 2 by norm_num)
    unfold airyAction
    linarith
  calc airyAction a * Real.exp (airyAction a)
      ≤ airyAction a * Real.exp (airyAction b) :=
        mul_le_mul_of_nonneg_left (Real.exp_le_exp.2 hA.le) (airyAction_nonneg ha)
    _ < airyAction b * Real.exp (airyAction b) :=
        mul_lt_mul_of_pos_right hA (Real.exp_pos _)
```

## (e) Existence and uniqueness

Show that each \(s\ge0\) has exactly one Airy coordinate.

**Solution.** The continuous function \(ye^y\) is \(0\) at \(y=0\) and \(te^t\ge t\) at \(y=t\). By the intermediate value theorem it equals \(t\) somewhere on \([0,t]\). Setting \(z=(3y/2)^{2/3}\) returns that \(y\), and (d) excludes a second solution. In Lean, `∃!` means exactly one.

```lean
/-- Every reduced gradient `s ≥ 0` has exactly one Airy coordinate. -/
theorem existsUnique_airyCoordinate {s : ℝ} (hs : 0 ≤ s) : ∃! z, IsAiryCoordinate s z := by
  have hT : 0 ≤ gradArg s := div_nonneg (Real.rpow_nonneg hs _) (by positivity)
  -- solve `y exp y = t` on `[0, t]` by the intermediate value theorem
  have hcont : ContinuousOn (fun y : ℝ => y * Real.exp y) (Icc 0 (gradArg s)) :=
    (continuous_id.mul Real.continuous_exp).continuousOn
  have hmem : gradArg s ∈ Icc ((0 : ℝ) * Real.exp 0) (gradArg s * Real.exp (gradArg s)) := by
    refine ⟨by rw [zero_mul]; exact hT, ?_⟩
    have h := mul_le_mul_of_nonneg_left (Real.one_le_exp hT) hT
    linarith
  obtain ⟨y, hy, hyT⟩ := intermediate_value_Icc hT hcont hmem
  have hy0 : 0 ≤ 3 / 2 * y := mul_nonneg (by norm_num) hy.1
  -- recover the coordinate from the exponent
  have hact : airyAction ((3 / 2 * y) ^ (2 / 3 : ℝ)) = y := by
    unfold airyAction
    rw [← Real.rpow_mul hy0, show (2 / 3 : ℝ) * (3 / 2) = 1 by norm_num, Real.rpow_one]
    ring
  have hsol : IsAiryCoordinate s ((3 / 2 * y) ^ (2 / 3 : ℝ)) :=
    ⟨Real.rpow_nonneg hy0 _, by rw [hact]; exact hyT⟩
  exact ⟨_, hsol, fun w hw =>
    strictMonoOn_airySide.injOn hw.1 hsol.1 (hw.2.trans hsol.2.symm)⟩
```

## (f) Ordering of coordinates

Show that a larger gradient has a larger coordinate.

**Solution.** If \(0\le s_1<s_2\), then \(t_1<t_2\). The left sides of the two equations are ordered in the same way, and (d) gives \(z_1<z_2\).

```lean
/-- A larger reduced gradient has a larger Airy coordinate. -/
theorem airyCoordinate_lt {s₁ s₂ z₁ z₂ : ℝ} (hs : 0 ≤ s₁) (h : s₁ < s₂)
    (h₁ : IsAiryCoordinate s₁ z₁) (h₂ : IsAiryCoordinate s₂ z₂) : z₁ < z₂ := by
  refine (strictMonoOn_airySide.lt_iff_lt h₁.1 h₂.1).1 ?_
  show airyAction z₁ * Real.exp (airyAction z₁) < airyAction z₂ * Real.exp (airyAction z₂)
  rw [h₁.2, h₂.2]
  exact div_lt_div_of_pos_right (Real.rpow_lt_rpow hs h (by norm_num)) (by positivity)
```

## (g) An exact expression for the coordinate

Show that \(z=c\,s\,e^{-2y/3}\).

**Solution.** From \(y=te^{-y}\) and (c),

\[
z^{3/2}=\tfrac32y=\frac{3}{4\sqrt6}s^{3/2}e^{-y}
=\left(c\,s\,e^{-2y/3}\right)^{3/2}.
\]

Both bases are nonnegative, so they are equal. Lean proves the equality of powers as `key`, then uses injectivity of the power.

```lean
/-- The Airy coordinate obeys `z = (3/32)^(1/3) s exp(-2y/3)` exactly. -/
theorem airyCoordinate_eq {s z : ℝ} (hs : 0 ≤ s) (h : IsAiryCoordinate s z) :
    z = slope * s * Real.exp (-(2 / 3 * airyAction z)) := by
  have hc := slope_nonneg
  -- compare the 3/2 powers of both sides
  have key : z ^ (3 / 2 : ℝ) =
      (slope * s * Real.exp (-(2 / 3 * airyAction z))) ^ (3 / 2 : ℝ) := by
    rw [Real.mul_rpow (mul_nonneg hc hs) (Real.exp_pos _).le, Real.mul_rpow hc hs, slope_rpow,
      ← Real.exp_mul, show -(2 / 3 * airyAction z) * (3 / 2) = -airyAction z by ring,
      Real.exp_neg, eq_mul_inv_iff_mul_eq₀ (Real.exp_pos _).ne']
    have e : airyAction z = 2 / 3 * z ^ (3 / 2 : ℝ) := rfl
    have hz : z ^ (3 / 2 : ℝ) = 3 / 2 * airyAction z := by linarith
    have h2 := h.2
    rw [hz, mul_assoc, h2]
    unfold gradArg
    ring
  exact Real.rpow_left_injOn (show (3 / 2 : ℝ) ≠ 0 by norm_num) h.1
    (mul_nonneg (mul_nonneg hc hs) (Real.exp_pos _).le) key
```

## (h) Bounds on the deficit

Show that

\[
\tfrac23t\left(1-\tfrac53t\right)\le1-e^{-2y/3}\le\tfrac23t.
\]

**Solution.** First, \(y\le ye^y=t\). Put \(u=2y/3\). The upper bound follows from \(1-e^{-u}\le u\le2t/3\). For the lower bound, multiply \(1+u\le e^u\) by \(e^{-u}\) and use \(y=te^{-y}\):

\[
1-e^{-u}\ge ue^{-u}=\tfrac23te^{-5y/3}
\ge\tfrac23t\left(1-\tfrac53y\right)
\ge\tfrac23t\left(1-\tfrac53t\right).
\]

```lean
/-- With `t = s^(3/2) / (2√6)`, the deficit `1 - exp(-2y/3)` lies between
`(2/3) t (1 - 5t/3)` and `(2/3) t`. -/
theorem deficit_bounds {s z : ℝ} (h : IsAiryCoordinate s z) :
    2 / 3 * gradArg s * (1 - 5 / 3 * gradArg s) ≤ 1 - Real.exp (-(2 / 3 * airyAction z)) ∧
      1 - Real.exp (-(2 / 3 * airyAction z)) ≤ 2 / 3 * gradArg s := by
  have h2 := h.2
  have hA := airyAction_nonneg h.1
  generalize airyAction z = A at h2 hA ⊢
  generalize gradArg s = T at h2 ⊢
  have hAT : A ≤ T := by
    have := mul_le_mul_of_nonneg_left (Real.one_le_exp hA) hA
    linarith
  have hT : 0 ≤ T := hA.trans hAT
  constructor
  · -- `1 - exp(-u) ≥ u exp(-u)` with `u = 2A/3`, and `A = T exp(-A)`
    have h1 := mul_le_mul_of_nonneg_right (Real.add_one_le_exp (2 / 3 * A))
      (Real.exp_pos (-(2 / 3 * A))).le
    rw [← Real.exp_add, add_neg_cancel, Real.exp_zero] at h1
    have h3 : A = T * Real.exp (-A) := by
      rw [← h2, mul_assoc, ← Real.exp_add, add_neg_cancel, Real.exp_zero, mul_one]
    have h4 : A * Real.exp (-(2 / 3 * A)) = T * Real.exp (-(5 / 3 * A)) := by
      calc A * Real.exp (-(2 / 3 * A))
          = T * Real.exp (-A) * Real.exp (-(2 / 3 * A)) := by rw [← h3]
        _ = T * Real.exp (-(5 / 3 * A)) := by
          rw [mul_assoc, ← Real.exp_add, show -A + -(2 / 3 * A) = -(5 / 3 * A) by ring]
    have h5 : 1 - 5 / 3 * T ≤ Real.exp (-(5 / 3 * A)) := by
      have := Real.add_one_le_exp (-(5 / 3 * A))
      linarith
    have h6 := mul_le_mul_of_nonneg_left h5 hT
    linarith
  · have := Real.add_one_le_exp (-(2 / 3 * A))
    linarith
```

## (i) The gradient term near zero

Show that \(t\to0\) as \(s\to0^+\).

**Solution.** \(t\) is continuous in \(s\) and vanishes at \(s=0\). The filter `𝓝[>] 0` expresses approach from above.

```lean
lemma tendsto_gradArg : Tendsto gradArg (𝓝[>] 0) (𝓝 0) := by
  have hc : Continuous gradArg :=
    (Real.continuous_rpow_const (show (0 : ℝ) ≤ 3 / 2 by norm_num)).div_const _
  have h0 : gradArg 0 = 0 := by
    unfold gradArg
    rw [Real.zero_rpow (by norm_num), zero_div]
  exact (hc.tendsto' 0 0 h0).mono_left nhdsWithin_le_nhds
```

## (j) The ratio without a division

Show that \(z/s=c\,e^{-2y/3}\) for \(s>0\).

**Solution.** Divide (g) by \(s\). The right-hand side is also defined at \(s=0\), where \(y=0\) and it equals \(c\), while the quotient \(z/s\) becomes \(0/0\) there.

```lean
lemma ratio_eq {s z : ℝ} (hs : 0 < s) (h : IsAiryCoordinate s z) :
    z / s = slope * Real.exp (-(2 / 3 * airyAction z)) := by
  rw [div_eq_iff hs.ne']
  linear_combination airyCoordinate_eq hs.le h
```

## (k) The small-gradient limit

Show existence, uniqueness and \(z/s\to c\).

**Solution.** Part (e) gives the first two. By (j), with (h) for the lower bound and \(y\ge0\) from (b) for the upper,

\[
c\left(1-\tfrac23t\right)\le z/s\le c,
\]

and (i) squeezes the ratio to \(c\). The limit is stated for any function `ζ` that solves the equation at every \(s>0\).

```lean
/-- The AM05 inversion: each reduced gradient `s ≥ 0` has exactly one Airy coordinate, and the
ratio of Airy coordinate to `s` tends to `(3/32)^(1/3)` as `s` decreases to zero. -/
theorem am05_inversion :
    (∀ s : ℝ, 0 ≤ s → ∃! z, IsAiryCoordinate s z) ∧
    ∀ ζ : ℝ → ℝ, (∀ s, 0 < s → IsAiryCoordinate s (ζ s)) →
      Tendsto (fun s => ζ s / s) (𝓝[>] 0) (𝓝 ((3 / 32 : ℝ) ^ (1 / 3 : ℝ))) := by
  refine ⟨fun s hs => existsUnique_airyCoordinate hs, fun ζ hζ => ?_⟩
  change Tendsto (fun s => ζ s / s) (𝓝[>] 0) (𝓝 slope)
  have hlow : Tendsto (fun s => slope * (1 - 2 / 3 * gradArg s)) (𝓝[>] 0) (𝓝 slope) := by
    simpa using ((tendsto_gradArg.const_mul (2 / 3)).const_sub 1).const_mul slope
  refine tendsto_of_tendsto_of_tendsto_of_le_of_le' hlow tendsto_const_nhds ?_ ?_
  · filter_upwards [self_mem_nhdsWithin] with s hs
    rw [ratio_eq hs (hζ s hs)]
    refine mul_le_mul_of_nonneg_left ?_ slope_nonneg
    linarith [(deficit_bounds (hζ s hs)).2]
  · filter_upwards [self_mem_nhdsWithin] with s hs
    rw [ratio_eq hs (hζ s hs)]
    refine mul_le_of_le_one_right slope_nonneg (Real.exp_le_one_iff.2 ?_)
    linarith [airyAction_nonneg (hζ s hs).1]
```

## (l) The first correction

Show that \((c-z/s)/s^{3/2}\to c/(3\sqrt6)\).

**Solution.** By (j), \(c-z/s=c(1-e^{-2y/3})\). Since \(\frac23t=s^{3/2}/(3\sqrt6)\), part (h) gives

\[
\frac{c}{3\sqrt6}\left(1-\tfrac53t\right)
\le\frac{c-z/s}{s^{3/2}}\le\frac{c}{3\sqrt6}.
\]

Let \(s\to0^+\). The linear law \(z\approx cs\) thus has a first correction of relative order \(s^{3/2}\).

```lean
/-- The deviation of `z/s` from `(3/32)^(1/3)`, divided by `s^(3/2)`, tends to
`(3/32)^(1/3) / (3√6)` as `s` decreases to zero. -/
theorem am05_next_order (ζ : ℝ → ℝ) (hζ : ∀ s, 0 < s → IsAiryCoordinate s (ζ s)) :
    Tendsto (fun s => (slope - ζ s / s) / s ^ (3 / 2 : ℝ)) (𝓝[>] 0)
      (𝓝 (slope / (3 * √6))) := by
  have hlow : Tendsto (fun s => slope / (3 * √6) * (1 - 5 / 3 * gradArg s)) (𝓝[>] 0)
      (𝓝 (slope / (3 * √6))) := by
    have h := ((tendsto_gradArg.const_mul (5 / 3)).const_sub 1).const_mul (slope / (3 * √6))
    rwa [mul_zero, sub_zero, mul_one] at h
  have hk : ∀ s : ℝ, slope / (3 * √6) * s ^ (3 / 2 : ℝ) = slope * (2 / 3 * gradArg s) := by
    intro s
    unfold gradArg
    ring
  refine tendsto_of_tendsto_of_tendsto_of_le_of_le' hlow tendsto_const_nhds ?_ ?_
  · filter_upwards [self_mem_nhdsWithin] with s hs
    rw [le_div_iff₀ (Real.rpow_pos_of_pos hs _), ratio_eq hs (hζ s hs), mul_right_comm, hk]
    have := mul_le_mul_of_nonneg_left (deficit_bounds (hζ s hs)).1 slope_nonneg
    linarith
  · filter_upwards [self_mem_nhdsWithin] with s hs
    rw [div_le_iff₀ (Real.rpow_pos_of_pos hs _), ratio_eq hs (hζ s hs), hk]
    have := mul_le_mul_of_nonneg_left (deficit_bounds (hζ s hs)).2 slope_nonneg
    linarith

end

end AM05AiryInversion
```

```lean
#print axioms AM05AiryInversion.airyCoordinate_lt
#print axioms AM05AiryInversion.am05_inversion
#print axioms AM05AiryInversion.am05_next_order
```

```
'AM05AiryInversion.airyCoordinate_lt' depends on axioms: [propext, Classical.choice, Quot.sound]
'AM05AiryInversion.am05_inversion' depends on axioms: [propext, Classical.choice, Quot.sound]
'AM05AiryInversion.am05_next_order' depends on axioms: [propext, Classical.choice, Quot.sound]
```
